# A rank-4 tensor of cubic form is isotropic exactly when its cubic term vanishes

In three dimensions, take a real rank-4 tensor made of three products of Kronecker deltas, with coefficients `b`, `c` and `d`, plus a cubic term of coefficient `a` that is nonzero only when all four indices agree. The theorem `isotropic_iff` states that this tensor is unchanged by every orthogonal matrix, reflections included, if and only if `a = 0`. The four coefficients are arbitrary real numbers, so `c` and `d` need not be equal. For the forward direction, the attempt applies invariance to a single rotation about the z axis, with cosine 3/5 and sine 4/5, and compares the component whose indices are all `0`. For the converse, it factorises the transformed tensor into scalar products of rows of the matrix, which orthogonality turns back into deltas.

In Lean, a first try:

```lean
import Mathlib

open Matrix

namespace CubicElasticTensor

noncomputable section

/-- A real rank-4 tensor on three-dimensional space, given by its Cartesian components. -/
abbrev Tensor4 := Fin 3 → Fin 3 → Fin 3 → Fin 3 → ℝ

/-- The Kronecker delta. -/
def delta (i j : Fin 3) : ℝ := if i = j then 1 else 0

/-- The tensor transformed by the matrix `R`, which acts on each of the four indices. -/
def transform (R : Matrix (Fin 3) (Fin 3) ℝ) (T : Tensor4) : Tensor4 := fun i j k l =>
  ∑ p, ∑ q, ∑ r, ∑ s, R i p * R j q * R k r * R l s * T p q r s

/-- The tensor `a [i=j=k=l] + b δ_ij δ_kl + c δ_ik δ_jl + d δ_il δ_jk`. -/
def cubicTensor (a b c d : ℝ) : Tensor4 := fun i j k l =>
  a * (delta i j * delta j k * delta k l) + b * (delta i j * delta k l)
    + c * (delta i k * delta j l) + d * (delta i l * delta j k)

/-- The cubic form is invariant under every orthogonal matrix exactly when `a = 0`. -/
theorem isotropic_iff (a b c d : ℝ) :
    (∀ R : Matrix (Fin 3) (Fin 3) ℝ, R * Rᵀ = 1 →
      transform R (cubicTensor a b c d) = cubicTensor a b c d) ↔ a = 0 := by
  constructor
  · intro h
    -- a rotation about z with cosine 3/5 and sine 4/5 is enough
    have hR : (!![3/5, 4/5, 0; -4/5, 3/5, 0; 0, 0, 1] : Matrix (Fin 3) (Fin 3) ℝ) *
        (!![3/5, 4/5, 0; -4/5, 3/5, 0; 0, 0, 1] : Matrix (Fin 3) (Fin 3) ℝ)ᵀ = 1 := by
      ext i j
      fin_cases i <;> fin_cases j <;>
        norm_num [Matrix.mul_apply, Fin.sum_univ_three, Matrix.transpose_apply]
    have h0 := congrFun (congrFun (congrFun (congrFun (h _ hR) 0) 0) 0) 0
    simp [transform, cubicTensor, delta, Fin.sum_univ_three] at h0
    linarith
  · rintro rfl R hR
    funext i j k l
    have g : ∀ i j, ∑ p, R i p * R j p = delta i j := by
      intro i j
      have h := congrFun (congrFun hR i) j
      simpa [Matrix.mul_apply, Matrix.one_apply, delta] using h
    -- the contraction factorises into scalar products of rows of R
    have key : transform R (cubicTensor 0 b c d) i j k l =
        b * ((∑ p, R i p * R j p) * ∑ p, R k p * R l p)
        + c * ((∑ p, R i p * R k p) * ∑ p, R j p * R l p)
        + d * ((∑ p, R i p * R l p) * ∑ p, R j p * R k p) := by
      simp [transform, cubicTensor, delta, Fin.sum_univ_three]
      ring
    rw [key]
    simp only [g, cubicTensor]
    ring

end

end CubicElasticTensor
```

The error:

```
Main.lean:32:84: error: unsolved goals
case «0».«0»
a b c d : ℝ
h : ∀ (R : Matrix (Fin 3) (Fin 3) ℝ), R * Rᵀ = 1 → transform R (cubicTensor a b c d) = cubicTensor a b c d
⊢ ![3 / 5, 4 / 5, 0] 2 = 0

case «0».«1»
a b c d : ℝ
h : ∀ (R : Matrix (Fin 3) (Fin 3) ℝ), R * Rᵀ = 1 → transform R (cubicTensor a b c d) = cubicTensor a b c d
⊢ ![3 / 5, 4 / 5, 0] 2 = 0 ∨ ![-(4 / 5), 3 / 5, 0] 2 = 0

case «0».«2»
a b c d : ℝ
h : ∀ (R : Matrix (Fin 3) (Fin 3) ℝ), R * Rᵀ = 1 → transform R (cubicTensor a b c d) = cubicTensor a b c d
⊢ ![3 / 5, 4 / 5, 0] 2 = 0 ∨ ![0, 0, 1] 2 = 0

case «1».«0»
a b c d : ℝ
h : ∀ (R : Matrix (Fin 3) (Fin 3) ℝ), R * Rᵀ = 1 → transform R (cubicTensor a b c d) = cubicTensor a b c d
⊢ ![-(4 / 5), 3 / 5, 0] 2 = 0 ∨ ![3 / 5, 4 / 5, 0] 2 = 0

case «1».«1»
a b c d : ℝ
h : ∀ (R : Matrix (Fin 3) (Fin 3) ℝ), R * Rᵀ = 1 → transform R (cubicTensor a b c d) = cubicTensor a b c d
⊢ ![-(4 / 5), 3 / 5, 0] 2 = 0

case «1».«2»
a b c d : ℝ
h : ∀ (R : Matrix (Fin 3) (Fin 3) ℝ), R * Rᵀ = 1 → transform R (cubicTensor a b c d) = cubicTensor a b c d
⊢ ![-(4 / 5), 3 / 5, 0] 2 = 0 ∨ ![0, 0, 1] 2 = 0

case «2».«0»
a b c d : ℝ
h : ∀ (R : Matrix (Fin 3) (Fin 3) ℝ), R * Rᵀ = 1 → transform R (cubicTensor a b c d) = cubicTensor a b c d
⊢ ![0, 0, 1] 2 = 0 ∨ ![3 / 5, 4 / 5, 0] 2 = 0

case «2».«1»
a b c d : ℝ
h : ∀ (R : Matrix (Fin 3) (Fin 3) ℝ), R * Rᵀ = 1 → transform R (cubicTensor a b c d) = cubicTensor a b c d
⊢ ![0, 0, 1] 2 = 0 ∨ ![-(4 / 5), 3 / 5, 0] 2 = 0

case «2».«2»
a b c d : ℝ
h : ∀ (R : Matrix (Fin 3) (Fin 3) ℝ), R * Rᵀ = 1 → transform R (cubicTensor a b c d) = cubicTensor a b c d
⊢ ![0, 0, 1] 2 * ![0, 0, 1] 2 = 1
```

After these edits no error is left:

```diff
@@ -33,5 +33,5 @@
       ext i j
       fin_cases i <;> fin_cases j <;>
-        norm_num [Matrix.mul_apply, Fin.sum_univ_three, Matrix.transpose_apply]
+        simp [Matrix.mul_apply, Fin.sum_univ_three, Matrix.transpose_apply] <;> norm_num
     have h0 := congrFun (congrFun (congrFun (congrFun (h _ hR) 0) 0) 0) 0
     simp [transform, cubicTensor, delta, Fin.sum_univ_three] at h0
```

What went wrong. The error lies in `hR`, the check that the chosen rotation matrix is orthogonal. `fin_cases` splits the matrix equation into nine entries, and all nine are left unsolved for the same reason: each still contains a vector entry at index `2`, such as `![3 / 5, 4 / 5, 0] 2`, that has not been read off as a number. Entries at indices `0` and `1` have been evaluated, since ordinary simp lemmas cover them. Index `2` is handled by a simproc, a small program that `simp` runs by default but `norm_num` does not, so `norm_num` could not finish the arithmetic.

The diff changes one line. `simp`, given the same lemmas, now expands the product and reads off every entry, including those at index `2`. `<;> norm_num` then settles whatever numerical goals remain, such as the sum of the squares of 3/5 and 4/5 being 1. The matrix and the rest of the argument are unchanged.
